# For a chain of like charges, no fixed threshold on Coulomb pair terms bounds the discarded energy per site

## Charges, pair terms and the threshold

\(N\) unit charges of the same sign sit on a straight chain with unit spacing, at the sites \(0,\dots,N-1\). The charges at sites \(i<j\) repel with energy \(v(j-i)\), where \(v(d)=1/d\) is the Coulomb case in units where the Coulomb constant is one. To save work, every pair term smaller than a threshold \(\tau>0\) is left out. How much energy per charge is lost as the chain grows?

Most of the argument works for a general \(v\), a real function of the integer separation \(d\). Two conditions on it recur. Nonnegativity, `∀ d, 0 ≤ v d`, says that no pair energy is negative, so discarded terms cannot cancel. The limit \(v(d)\to0\), written `Tendsto v atTop (𝓝 0)`, says that the repulsion dies off with distance.

```lean
import Mathlib

open Filter Topology
open Finset (range)

namespace IntegralScreening

noncomputable section
```

The discarded part of one pair term is

\[
w_\tau(d)=\begin{cases}v(d), & v(d)<\tau,\\ 0, & \text{otherwise.}\end{cases}
\]

A term exactly equal to \(\tau\) is kept. The Lean name for \(w_\tau\) is `screened`, which here means "removed by screening"; it has nothing to do with a screened Coulomb potential.

```lean
/-- The part of the pair repulsion `v d` at separation `d` that screening discards:
all of it if it is smaller than the threshold `τ`, and nothing otherwise. -/
def screened (v : ℕ → ℝ) (τ : ℝ) (d : ℕ) : ℝ := if v d < τ then v d else 0
```

The total discarded energy counts each pair once:

\[
E_\tau(N)=\sum_{j=0}^{N-1}\sum_{i=0}^{j-1}w_\tau(j-i).
\]

```lean
/-- The total energy discarded for `N` charges on the sites `0, …, N - 1` of a chain with unit
spacing: the sum over pairs `i < j` of the repulsions smaller than `τ`. -/
def discardedEnergy (v : ℕ → ℝ) (τ : ℝ) (N : ℕ) : ℝ :=
  ∑ j ∈ range N, ∑ i ∈ range j, screened v τ (j - i)
```

A threshold is useful for long chains if it can be chosen once, for a given tolerance, without knowing the length. So a fixed threshold is said to control the error per site when for every \(\varepsilon>0\) there is a \(\tau>0\) with \(E_\tau(N)\le\varepsilon N\) for all \(N\). The order of the quantifiers carries the meaning: \(\tau\) may depend on \(\varepsilon\), but not on \(N\).

```lean
/-- A fixed threshold controls the error per site if, for every tolerance `ε > 0`, some
threshold `τ > 0` keeps the discarded energy at or below `ε` per site for chains of all lengths. -/
def ThresholdControls (v : ℕ → ℝ) : Prop :=
  ∀ ε > 0, ∃ τ > 0, ∀ N : ℕ, discardedEnergy v τ N ≤ ε * N
```

## The loss of each charge, sorted by separation

Since \(w_\tau(d)\) is either \(v(d)\ge0\) or zero, it is nonnegative. The proof splits into these two cases.

```lean
/-- For a nonnegative repulsion, the discarded part of a pair term is nonnegative. -/
theorem screened_nonneg {v : ℕ → ℝ} (hv : ∀ d, 0 ≤ v d) (τ : ℝ) (d : ℕ) :
    0 ≤ screened v τ d := by
  unfold screened
  split_ifs
  · exact hv d
  · exact le_rfl
```

For fixed \(j\), as \(i\) runs from \(0\) to \(j-1\), the separation \(j-i\) runs from \(j\) down to \(1\). Writing it as \(d+1\) and reversing the order of summation gives

\[
E_\tau(N)=\sum_{j=0}^{N-1}S_j,\qquad S_j=\sum_{d=0}^{j-1}w_\tau(d+1).
\]

Here \(S_j\) is the energy that charge \(j\) loses with its predecessors. The reversal is `Finset.sum_range_reflect`, and the index identity \((j-1-i)+1=j-i\) holds because \(i<j\).

```lean
/-- The discarded energy, with the pairs of each charge `j` and its predecessors
grouped by their separation `d + 1`. -/
theorem discardedEnergy_eq (v : ℕ → ℝ) (τ : ℝ) (N : ℕ) :
    discardedEnergy v τ N = ∑ j ∈ range N, ∑ d ∈ range j, screened v τ (d + 1) := by
  unfold discardedEnergy
  refine Finset.sum_congr rfl fun j _ => ?_
  refine Eq.trans ?_ (Finset.sum_range_reflect (fun d => screened v τ (d + 1)) j)
  refine Finset.sum_congr rfl fun i hi => ?_
  have hij := Finset.mem_range.mp hi
  have h : j - 1 - i + 1 = j - i := by omega
  simp only [h]
```

## Growing losses have a growing average

Suppose \(S_j\ge0\) and \(S_j\to\infty\). Given any bound \(C\), choose \(M\) such that \(S_j\ge2|C|\) for all \(j\ge M\). For \(N\ge2M+1\), dropping the first \(M\) charges gives

\[
\sum_{j=0}^{N-1}S_j\;\ge\;\sum_{j=M}^{N-1}S_j\;\ge\;2|C|(N-M)=|C|N+|C|(N-2M)\;\ge\;|C|N\;\ge\;CN .
\]

Division by \(N\) shows that the average is at least \(C\). In Lean, `Tendsto … atTop atTop` says just this: for every bound, all terms from some index on are at least that large. The steps `h1` and `h2` are the first two inequalities read from right to left, and `h4` and `h5` supply the last two.

```lean
/-- If nonnegative energies `S j` tend to infinity, so does their average over the first `N`
charges. -/
theorem average_tendsto_atTop {S : ℕ → ℝ} (h0 : ∀ j, 0 ≤ S j) (h : Tendsto S atTop atTop) :
    Tendsto (fun N : ℕ => (∑ j ∈ range N, S j) / N) atTop atTop := by
  rw [tendsto_atTop]
  intro C
  obtain ⟨M, hM⟩ := eventually_atTop.mp (tendsto_atTop.mp h (2 * |C|))
  filter_upwards [eventually_ge_atTop (2 * M + 1)] with N hN
  have hNpos : (0 : ℝ) < N := by exact_mod_cast (by omega : 0 < N)
  rw [le_div_iff₀ hNpos]
  -- more than half of the charges contribute at least `2 |C|` each
  have h1 : ∑ j ∈ Finset.Ico M N, (2 * |C|) ≤ ∑ j ∈ Finset.Ico M N, S j :=
    Finset.sum_le_sum fun j hj => hM j (Finset.mem_Ico.mp hj).1
  have h2 : ∑ j ∈ Finset.Ico M N, S j ≤ ∑ j ∈ range N, S j :=
    Finset.sum_le_sum_of_subset_of_nonneg
      (fun j hj => Finset.mem_range.mpr (Finset.mem_Ico.mp hj).2) (fun j _ _ => h0 j)
  rw [Finset.sum_const, Nat.card_Ico, nsmul_eq_mul, Nat.cast_sub (by omega)] at h1
  have h3 : 2 * (M : ℝ) + 1 ≤ N := by exact_mod_cast hN
  have h4 : 0 ≤ |C| * ((N : ℝ) - 2 * M) := mul_nonneg (abs_nonneg C) (by linarith)
  have h5 : C * N ≤ |C| * N := mul_le_mul_of_nonneg_right (le_abs_self C) hNpos.le
  nlinarith
```

## A divergent series defeats every threshold

Let \(v\ge0\) tend to zero while \(\sum_d v(d)\) diverges, and fix \(\tau>0\). Beyond some separation \(D\) every term lies below \(\tau\), so \(w_\tau(d)=v(d)\) for \(d\ge D\). The threshold therefore keeps only finitely many separations, and removing finitely many terms from a divergent series leaves it divergent. The \(S_j\) are partial sums of this nonnegative series, so \(S_j\to\infty\), and by the averaging step \(E_\tau(N)/N\to\infty\).

The Lean proof runs the middle part by contradiction. If \(\sum_d w_\tau(d+1)\) converged, so would its tail from \(D\), which is the tail of \(\sum_d v(d)\), and then \(v\) would be summable. Each use of `summable_nat_add_iff` adds or removes finitely many initial terms.

```lean
/-- If a nonnegative repulsion tends to zero with distance but is not summable, then for every
fixed threshold `τ > 0` the discarded energy per site tends to infinity with `N`. -/
theorem discarded_per_site_tendsto {v : ℕ → ℝ} (hv : ∀ d, 0 ≤ v d)
    (hlim : Tendsto v atTop (𝓝 0)) (hns : ¬ Summable v) {τ : ℝ} (hτ : 0 < τ) :
    Tendsto (fun N : ℕ => discardedEnergy v τ N / N) atTop atTop := by
  simp only [discardedEnergy_eq]
  refine average_tendsto_atTop
    (fun j => Finset.sum_nonneg fun d _ => screened_nonneg hv τ (d + 1)) ?_
  refine (not_summable_iff_tendsto_nat_atTop_of_nonneg
    (fun d => screened_nonneg hv τ (d + 1))).mp fun hs => hns ?_
  -- beyond some separation `D` every term is discarded
  obtain ⟨D, hD⟩ := eventually_atTop.mp (hlim.eventually_lt_const hτ)
  have h1 : Summable (screened v τ) := (summable_nat_add_iff 1).mp hs
  have h2 : Summable (fun d => screened v τ (d + D)) := (summable_nat_add_iff D).mpr h1
  have e : (fun d => screened v τ (d + D)) = fun d => v (d + D) := by
    funext d
    exact if_pos (hD (d + D) (by omega))
  rw [e] at h2
  exact (summable_nat_add_iff D).mp h2
```

## A convergent series admits a threshold for every tolerance

For a finite set \(s\) of separations, let \(\tau\) be the smaller of \(1\) and the least positive value of \(v\) on \(s\), or \(1\) if \(v\) has no positive value there. No positive term in \(s\) lies below \(\tau\), so screening loses nothing there. The proof adds the separations one at a time: a zero value leaves \(\tau\) unchanged, and a positive value \(v(a)\) replaces it by \(\min(\tau,v(a))\).

```lean
/-- For a nonnegative repulsion and finitely many separations, some positive threshold
discards none of the nonzero terms. -/
theorem exists_harmless_threshold {v : ℕ → ℝ} (hv : ∀ d, 0 ≤ v d) (s : Finset ℕ) :
    ∃ τ > 0, ∀ d ∈ s, v d < τ → v d = 0 := by
  induction s using Finset.induction_on with
  | empty => exact ⟨1, one_pos, by simp⟩
  | insert a s ha ih =>
    obtain ⟨τ, hτ, h⟩ := ih
    rcases (hv a).eq_or_lt with h0 | h0
    · refine ⟨τ, hτ, fun d hd hlt => ?_⟩
      rcases Finset.mem_insert.mp hd with hda | hds
      · rw [hda, ← h0]
      · exact h d hds hlt
    · refine ⟨min τ (v a), lt_min hτ h0, fun d hd hlt => ?_⟩
      rcases Finset.mem_insert.mp hd with hda | hds
      · rw [hda] at hlt
        exact absurd (hlt.trans_le (min_le_right _ _)) (lt_irrefl _)
      · exact h d hds (hlt.trans_le (min_le_left _ _))
```

Now let \(\sum_d v(d)\) converge and let \(\varepsilon>0\). There is a finite set \(s\) such that \(v\) sums to less than \(\varepsilon\) over any finite set disjoint from \(s\). With the threshold just constructed for \(s\),

\[
S_j\;\le\;\sum_{d=0}^{j}w_\tau(d)=\sum_{\substack{0\le d\le j\\ d\notin s}}w_\tau(d)\;\le\;\sum_{\substack{0\le d\le j\\ d\notin s}}v(d)\;<\;\varepsilon .
\]

The first inequality adds the nonnegative term at \(d=0\). Then `h2` removes the separations in \(s\), `h3` replaces \(w_\tau\) by \(v\), and `h4` bounds the tail. Summing over the \(N\) charges gives \(E_\tau(N)\le\varepsilon N\).

```lean
/-- For a nonnegative summable repulsion, a fixed threshold controls the error per site. -/
theorem controls_of_summable {v : ℕ → ℝ} (hv : ∀ d, 0 ≤ v d) (hs : Summable v) :
    ThresholdControls v := by
  intro ε hε
  obtain ⟨s, htail⟩ := summable_iff_vanishing_norm.mp hs ε hε
  obtain ⟨τ, hτ, h⟩ := exists_harmless_threshold hv s
  refine ⟨τ, hτ, fun N => ?_⟩
  -- each charge loses at most the tail of the series outside `s`
  have row : ∀ j, ∑ d ∈ range j, screened v τ (d + 1) ≤ ε := by
    intro j
    have h1 := Finset.sum_range_succ' (screened v τ) j
    have h2 : ∑ d ∈ range (j + 1) \ s, screened v τ d
        = ∑ d ∈ range (j + 1), screened v τ d := by
      refine Finset.sum_subset Finset.sdiff_subset fun d hd hd' => ?_
      have hds : d ∈ s := by
        by_contra hn
        exact hd' (Finset.mem_sdiff.mpr ⟨hd, hn⟩)
      unfold screened
      split_ifs with hlt
      · exact h d hds hlt
      · rfl
    have h3 : ∑ d ∈ range (j + 1) \ s, screened v τ d ≤ ∑ d ∈ range (j + 1) \ s, v d := by
      refine Finset.sum_le_sum fun d _ => ?_
      unfold screened
      split_ifs
      · exact le_rfl
      · exact hv d
    have h4 := (Real.le_norm_self _).trans_lt
      (htail (range (j + 1) \ s) Finset.sdiff_disjoint)
    linarith [screened_nonneg hv τ 0]
  rw [discardedEnergy_eq]
  calc ∑ j ∈ range N, ∑ d ∈ range j, screened v τ (d + 1)
      ≤ ∑ _j ∈ range N, ε := Finset.sum_le_sum fun j _ => row j
    _ = ε * N := by rw [Finset.sum_const, Finset.card_range, nsmul_eq_mul, mul_comm]
```

The two cases combine into a criterion: for a nonnegative repulsion that tends to zero, a fixed threshold controls the error per site exactly when \(\sum_d v(d)\) converges. One direction has just been shown. For the other, suppose that control holds but the series diverges. The tolerance \(\varepsilon=1\) supplies a \(\tau\) with \(E_\tau(N)\le N\) for all \(N\), whereas \(E_\tau(N)/N\to\infty\) produces an \(N>0\) with \(E_\tau(N)>N\).

```lean
/-- For a nonnegative repulsion that tends to zero with distance, a fixed threshold controls the
error per site if and only if the repulsion is summable over the chain. -/
theorem controls_iff_summable {v : ℕ → ℝ} (hv : ∀ d, 0 ≤ v d)
    (hlim : Tendsto v atTop (𝓝 0)) : ThresholdControls v ↔ Summable v := by
  refine ⟨fun hc => ?_, controls_of_summable hv⟩
  by_contra hns
  obtain ⟨τ, hτ, h⟩ := hc 1 one_pos
  obtain ⟨N, hN, hN0⟩ := (((discarded_per_site_tendsto hv hlim hns hτ).eventually_gt_atTop 1).and
    (eventually_gt_atTop 0)).exists
  have hNpos : (0 : ℝ) < N := by exact_mod_cast hN0
  rw [lt_div_iff₀ hNpos] at hN
  linarith [h N]
```

## Coulomb repulsion and other inverse powers

For \(v(d)=1/d\), a term is discarded when \(d>1/\tau\), so charge \(j\) loses

\[
S_j=\sum_{1/\tau<d\le j}\frac1d ,
\]

a tail of the harmonic series, which grows without bound. Hence \(E_\tau(N)/N\to\infty\) for every \(\tau>0\), however small. The full repulsion energy per site is at least as large, so it diverges too; the kept terms come from finitely many separations and contribute only a bounded amount per site. Lean sets \(1/0=0\), which is harmless because separation zero never enters the energy.

```lean
/-- For unit charges on a chain with Coulomb repulsion `1 / d`, the energy discarded by any fixed
threshold `τ > 0`, divided by the number `N` of charges, tends to infinity with `N`. -/
theorem coulomb_discarded_per_site_tendsto {τ : ℝ} (hτ : 0 < τ) :
    Tendsto (fun N : ℕ => discardedEnergy (fun d => 1 / (d : ℝ)) τ N / N) atTop atTop :=
  discarded_per_site_tendsto (fun d => by positivity) tendsto_one_div_atTop_nhds_zero_nat
    Real.not_summable_one_div_natCast hτ
```

For \(v(d)=1/d^p\) with a positive integer \(p\), the terms tend to zero, being \(p\)th powers of \(1/d\), and the series converges exactly when \(p>1\). Coulomb repulsion, \(p=1\), is thus the one failing case. Parallel dipoles perpendicular to the chain repel as \(1/d^3\), and for them a threshold can be found for any tolerance.

```lean
/-- For the repulsion `1 / d ^ p` with a positive integer power `p`, a fixed threshold controls
the error per site of the chain if and only if `p > 1`. -/
theorem inverse_power_controls_iff {p : ℕ} (hp : p ≠ 0) :
    ThresholdControls (fun d => 1 / (d : ℝ) ^ p) ↔ 1 < p := by
  have h1 : Tendsto (fun d : ℕ => 1 / (d : ℝ)) atTop (𝓝 0) :=
    tendsto_one_div_atTop_nhds_zero_nat
  have h2 : Tendsto (fun d : ℕ => (1 / (d : ℝ)) ^ p) atTop (𝓝 (0 ^ p)) := h1.pow p
  simp only [one_div_pow, zero_pow hp] at h2
  exact (controls_iff_summable (fun d => by positivity) h2).trans Real.summable_one_div_nat_pow

end

end IntegralScreening
```

```lean
#print axioms IntegralScreening.coulomb_discarded_per_site_tendsto
#print axioms IntegralScreening.inverse_power_controls_iff
```

```
'IntegralScreening.coulomb_discarded_per_site_tendsto' depends on axioms: [propext, Classical.choice, Quot.sound]
'IntegralScreening.inverse_power_controls_iff' depends on axioms: [propext, Classical.choice, Quot.sound]
```

## Signs, decay and a neighbouring case

Gaussian-basis programs skip two-electron integrals that are estimated to be small. For a chain of classical point charges of one sign, the Coulomb result shows that a small cutoff on each term is no bound on the error per site. It does not carry over directly to a molecule: there the integrals involve extended charge distributions and enter the energy weighted by density-matrix elements, and the resulting terms can have either sign, so discarded terms can cancel. Moreover, the common Schwarz estimate of an integral does not depend on the distance between its two charge distributions, so it does not discard an integral merely because they are far apart. The condition \(p>1\) also belongs to the chain: in two or three dimensions there are more neighbours at large distances, and the repulsion must fall off faster.

Nonnegativity alone does not suffice for the criterion. Take \(v(d)=1\) for all \(d\), which is the excluded power \(p=0\). The threshold \(\tau=1/2\) discards nothing, so the error per site is controlled, yet \(\sum_d 1\) diverges.

The argument for convergent series also applies to the Yukawa repulsion \(v(d)=e^{-\kappa d}/d\) with \(\kappa>0\), setting \(v(0)=0\). Its terms are bounded by those of the geometric series \(\sum_d e^{-\kappa d}\), so a fixed threshold controls the error per site for any \(\kappa>0\), though the threshold needed for a given tolerance depends on \(\kappa\).
